# The q² polarization of a long acoustic wave, expressed through its uniform displacement

Q: What is a simple crystal in which a long acoustic wave produces a polarization of order $q^2$?

A: A chain with two atoms per cell will do. Let the atoms be one unit apart, so that the cell has length 2, with every spring constant 1/2 and masses 1 and 3. Number the atoms 0 and 1, as the code does, and let atom $\kappa$ in cell $l$ move by $x_\kappa e^{2iql}$. The force-constant matrix has diagonal entries 1 and off-diagonal entries
$$-\tfrac12(1+e^{\mp 2iq}) = -1 \pm iq + q^2+\dots,$$
with the upper sign in row 0. Start from the uniform translation $u_0=(1,1)$ and set $\omega^2=q^2/4$.

At order $q$, the springs require $u_1=(-i/2,\,i/2)$, up to a rigid translation, which we set to zero here and at the next order. This $u_1$ only records that atom 1 sits one unit further along the wave. At order $q^2$, the inertial term is $(1/4,3/4)$ and the elastic terms contribute $(-1/2,-1/2)$. The remainder $(-1/4,1/4)$ pushes the two atoms of the cell in opposite directions, giving $u_2=(-1/8,1/8)$.

Put charges $+1$ and $-1$ on the atoms and include the phases of their positions, $\mp1/2$, in the dipole. The dipole per cell is then $-q^2/4$ to this order, or $-q^2/(4\sqrt2)$ if $u_0$ is normalised to $(1,1)/\sqrt2$. With both masses equal to 2, $u_2$ and this dipole coefficient vanish, although the wave still carries a strain gradient: in this chain it is the unequal inertia of the atoms that polarizes the cell.

Q: How does that become a formula for a general cell?

A: Write the force constants as $\Phi_0+q\Phi_1+q^2\Phi_2$, the mass operator as $M$, the squared frequency as $cq^2$ and the displacement as $u=u_0+qu_1+q^2u_2$. The equation of motion, order by order, reads
$$\Phi_0u_0=0,\qquad \Phi_0u_1=-\Phi_1u_0,\qquad \Phi_0u_2=(cM-\Phi_2)u_0-\Phi_1u_1 .$$
Let $K$ be a space of rigid modes, with $u_1,u_2\perp K$, and let $G$ satisfy $G\Phi_0y=y$ for every $y\perp K$. Applying $G$ gives
$$u_1=-G\Phi_1u_0,\qquad u_2=G(cM-\Phi_2+\Phi_1G\Phi_1)u_0 .$$
The polarization is $(Z_0+qZ_1+q^2Z_2)u$, where the $Z_j$ are the charge moments. Its $q^2$ coefficient is $Z_2u_0+Z_1u_1+Z_0u_2$, hence
$$Z_2u_0-Z_1G\Phi_1u_0+Z_0G(cM-\Phi_2+\Phi_1G\Phi_1)u_0 .$$

Q: Which spaces does the code use for these objects?

A: Displacements live in `E`, a complex inner product space of any dimension. Polarizations live in `W`, any complex vector space.

In Lean 4 with Mathlib:

```lean
import Mathlib

open scoped InnerProductSpace

namespace FlexoelectricLongWave

noncomputable section

variable {E : Type*} [NormedAddCommGroup E] [InnerProductSpace ℂ E]
variable {W : Type*} [AddCommGroup W] [Module ℂ W]
```

The same function `series` expands vectors and operators. Factors of $i$ are absorbed into the coefficients.

```lean
/-- The long-wave expansion `a₀ + q a₁ + q² a₂` of a vector or an operator. -/
def series {X : Type*} [AddCommGroup X] [Module ℂ X] (a₀ a₁ a₂ : X) (q : ℝ) : X :=
  a₀ + (q : ℂ) • a₁ + (q : ℂ) ^ 2 • a₂
```

Q: A real $\Phi(q)$ does not stop at $q^2$. What does "modulo $q^3$" mean here?

A: It means that the norm of the residual is at most $Cq^3$ for $0<q\le1$. Omitted terms that are themselves bounded by a multiple of $q^3$ would not affect this condition.

```lean
/-- A vector depending on the wave number `q` is zero modulo `q³`: its norm is at most
a constant times `q³` for `0 < q ≤ 1`. -/
def VanishesToThirdOrder (f : ℝ → E) : Prop :=
  ∃ C : ℝ, ∀ q : ℝ, 0 < q → q ≤ 1 → ‖f q‖ ≤ C * q ^ 3
```

The residual is the left side of the equation of motion, with $c$ allowed to be complex.

```lean
/-- The left side of the lattice equation of motion, with force constants `Φ₀ + q Φ₁ + q² Φ₂`,
mass operator `M` and squared frequency `c q²`, acting on `u₀ + q u₁ + q² u₂`. -/
def residual (Φ₀ Φ₁ Φ₂ M : E →ₗ[ℂ] E) (c : ℂ) (u₀ u₁ u₂ : E) (q : ℝ) : E :=
  (series Φ₀ Φ₁ Φ₂ q - (c * (q : ℂ) ^ 2) • M) (series u₀ u₁ u₂ q)
```

Q: You split the equation into orders. Does the code assume that split?

A: No, it derives it from the bound. The first lemma is the triangle inequality for a cubic polynomial with $0<q\le1$.

```lean
/-- For `0 < q ≤ 1` a cubic vector polynomial in `q` is bounded by the sum of the norms of
its coefficients. -/
theorem norm_cubic_le (b c d e : E) {q : ℝ} (hq : 0 < q) (hq1 : q ≤ 1) :
    ‖b + (q : ℂ) • c + (q : ℂ) ^ 2 • d + (q : ℂ) ^ 3 • e‖ ≤ ‖b‖ + ‖c‖ + ‖d‖ + ‖e‖ := by
  have hn : ‖(q : ℂ)‖ = q := by rw [Complex.norm_real, Real.norm_of_nonneg hq.le]
  have key : ∀ (n : ℕ) (x : E), ‖(q : ℂ) ^ n • x‖ ≤ ‖x‖ := by
    intro n x
    rw [norm_smul, norm_pow, hn]
    exact mul_le_of_le_one_left (norm_nonneg x) (pow_le_one₀ hq.le hq1)
  have h1 := key 1 c
  rw [pow_one] at h1
  have t1 := norm_add_le (b + (q : ℂ) • c + (q : ℂ) ^ 2 • d) ((q : ℂ) ^ 3 • e)
  have t2 := norm_add_le (b + (q : ℂ) • c) ((q : ℂ) ^ 2 • d)
  have t3 := norm_add_le b ((q : ℂ) • c)
  linarith [key 2 d, key 3 e]
```

The second isolates a leading coefficient $a$. Dividing the bound by $q^k$ gives $\|a\|\le Lq$ for a fixed $L$. If $a\ne0$, taking $q=\|a\|/(2L)$ yields $\|a\|\le\|a\|/2$, a contradiction. This $q$ is admissible because the bound at $q=1$ gives $\|a\|\le L$.

```lean
/-- If `qᵏ (a + q b + q² c + q³ d + q⁴ e)` is bounded by a constant times `qᵏ⁺¹`, its leading
coefficient `a` is zero. -/
theorem leading_eq_zero (k : ℕ) (a b c d e : E) (C : ℝ)
    (h : ∀ q : ℝ, 0 < q → q ≤ 1 →
      ‖(q : ℂ) ^ k • (a + (q : ℂ) • (b + (q : ℂ) • c + (q : ℂ) ^ 2 • d + (q : ℂ) ^ 3 • e))‖
        ≤ C * q ^ (k + 1)) : a = 0 := by
  obtain ⟨L, hL⟩ : ∃ L : ℝ, L = C + (‖b‖ + ‖c‖ + ‖d‖ + ‖e‖) := ⟨_, rfl⟩
  have bound : ∀ q : ℝ, 0 < q → q ≤ 1 → ‖a‖ ≤ L * q := by
    intro q hq hq1
    have hn : ‖(q : ℂ)‖ = q := by rw [Complex.norm_real, Real.norm_of_nonneg hq.le]
    have h1 := h q hq hq1
    have h2 := norm_cubic_le b c d e hq hq1
    generalize b + (q : ℂ) • c + (q : ℂ) ^ 2 • d + (q : ℂ) ^ 3 • e = g at h1 h2
    rw [norm_smul, norm_pow, hn] at h1
    have h3 : ‖a + (q : ℂ) • g‖ ≤ C * q := by
      refine le_of_mul_le_mul_left (h1.trans (le_of_eq ?_)) (pow_pos hq k)
      ring
    have h4 := norm_sub_le (a + (q : ℂ) • g) ((q : ℂ) • g)
    rw [add_sub_cancel_right, norm_smul, hn] at h4
    have h5 := mul_le_mul_of_nonneg_left h2 hq.le
    rw [hL]
    linarith
  by_contra ha
  have hpos : 0 < ‖a‖ := norm_pos_iff.mpr ha
  have hone := bound 1 one_pos le_rfl
  have hLpos : 0 < L := by linarith
  -- a wave number small enough to contradict the bound
  have hs := bound (‖a‖ / (2 * L)) (by positivity)
    (by rw [div_le_one (by positivity)]; linarith)
  have he : L * (‖a‖ / (2 * L)) = ‖a‖ / 2 := by field_simp
  linarith
```

The residual is a quartic polynomial in $q$. The next proof expands it and removes the orders $q^0$, $q^1$ and $q^2$ in turn. Conversely, if those three vanish, what remains is $q^3(r_3+qr_4)$, which satisfies the bound.

```lean
/-- The lattice equation holds modulo `q³` exactly when its orders `q⁰`, `q¹` and `q²` hold
separately. -/
theorem residual_vanishes_iff (Φ₀ Φ₁ Φ₂ M : E →ₗ[ℂ] E) (c : ℂ) (u₀ u₁ u₂ : E) :
    VanishesToThirdOrder (residual Φ₀ Φ₁ Φ₂ M c u₀ u₁ u₂) ↔
      Φ₀ u₀ = 0 ∧ Φ₀ u₁ + Φ₁ u₀ = 0 ∧ Φ₀ u₂ + Φ₁ u₁ + (Φ₂ u₀ - c • M u₀) = 0 := by
  have expand : ∀ q : ℝ, residual Φ₀ Φ₁ Φ₂ M c u₀ u₁ u₂ q =
      Φ₀ u₀ + (q : ℂ) • (Φ₀ u₁ + Φ₁ u₀)
        + (q : ℂ) ^ 2 • (Φ₀ u₂ + Φ₁ u₁ + (Φ₂ u₀ - c • M u₀))
        + (q : ℂ) ^ 3 • (Φ₁ u₂ + Φ₂ u₁ - c • M u₁) + (q : ℂ) ^ 4 • (Φ₂ u₂ - c • M u₂) := by
    intro q
    simp only [residual, series, LinearMap.add_apply, LinearMap.sub_apply,
      LinearMap.smul_apply, map_add, map_smul]
    module
  unfold VanishesToThirdOrder
  simp only [expand]
  generalize Φ₀ u₀ = r₀
  generalize Φ₀ u₁ + Φ₁ u₀ = r₁
  generalize Φ₀ u₂ + Φ₁ u₁ + (Φ₂ u₀ - c • M u₀) = r₂
  generalize Φ₁ u₂ + Φ₂ u₁ - c • M u₁ = r₃
  generalize Φ₂ u₂ - c • M u₂ = r₄
  constructor
  · rintro ⟨C, hC⟩
    have hC0 : 0 ≤ C := by
      have h := (norm_nonneg _).trans (hC 1 one_pos le_rfl)
      linarith
    have weaken : ∀ (k : ℕ), k ≤ 3 → ∀ q : ℝ, 0 < q → q ≤ 1 → C * q ^ 3 ≤ C * q ^ k :=
      fun k hk q hq hq1 =>
        mul_le_mul_of_nonneg_left (pow_le_pow_of_le_one hq.le hq1 hk) hC0
    -- peel off one order at a time
    have h0 : r₀ = 0 := by
      refine leading_eq_zero 0 r₀ r₁ r₂ r₃ r₄ C fun q hq hq1 => ?_
      refine le_trans (le_of_eq ?_) ((hC q hq hq1).trans (weaken 1 (by norm_num) q hq hq1))
      congr 1
      module
    subst h0
    have h1 : r₁ = 0 := by
      refine leading_eq_zero 1 r₁ r₂ r₃ r₄ 0 C fun q hq hq1 => ?_
      refine le_trans (le_of_eq ?_) ((hC q hq hq1).trans (weaken 2 (by norm_num) q hq hq1))
      congr 1
      module
    subst h1
    have h2 : r₂ = 0 := by
      refine leading_eq_zero 2 r₂ r₃ r₄ 0 0 C fun q hq hq1 => ?_
      refine le_trans (le_of_eq ?_) (hC q hq hq1)
      congr 1
      module
    exact ⟨rfl, rfl, h2⟩
  · rintro ⟨rfl, rfl, rfl⟩
    refine ⟨‖r₃‖ + ‖r₄‖, fun q hq hq1 => ?_⟩
    have hn : ‖(q : ℂ)‖ = q := by rw [Complex.norm_real, Real.norm_of_nonneg hq.le]
    have hb := norm_cubic_le r₃ r₄ 0 0 hq hq1
    simp only [smul_zero, add_zero, norm_zero] at hb
    have he : (0 : E) + (q : ℂ) • (0 : E) + (q : ℂ) ^ 2 • (0 : E) + (q : ℂ) ^ 3 • r₃
        + (q : ℂ) ^ 4 • r₄ = (q : ℂ) ^ 3 • (r₃ + (q : ℂ) • r₄) := by module
    rw [he, norm_smul, norm_pow, hn, mul_comm]
    exact mul_le_mul_of_nonneg_right hb (by positivity)
```

Q: Where does the physics of the rigid modes enter?

A: In `hG`, the condition on $G$. It makes $\Phi_0$ injective on `Kᗮ`, the orthogonal complement of $K$: every nonzero distortion there meets a nonzero force, so $\Phi_0$ has no zero mode in that complement. Stability is not assumed: the force need not be a restoring one. The span of $u_0$ is a large enough $K$ when $\Phi_0$ has no other zero mode, as in the chain; in a three-dimensional crystal, let $K$ hold all the rigid translations. Requiring $u_1,u_2\in K^\perp$ makes $u_0$ the whole rigid part of the wave. This is a restriction in a crystal without inversion symmetry: the true wave may contain another translation at order $q$, and a piezoelectric response to that translation would add to the $q^2$ polarization.

The first-order proof rewrites $\Phi_1u_0$ as $-\Phi_0u_1$ and applies `hG`.

```lean
variable {Φ₀ Φ₁ Φ₂ M G : E →ₗ[ℂ] E} {c : ℂ} {u₀ u₁ u₂ : E} {K : Submodule ℂ E}

/-- The first-order displacement is `u₁ = -G Φ₁ u₀`. -/
theorem first_order_displacement (hG : ∀ y ∈ Kᗮ, G (Φ₀ y) = y) (h₁ : u₁ ∈ Kᗮ)
    (h : VanishesToThirdOrder (residual Φ₀ Φ₁ Φ₂ M c u₀ u₁ u₂)) :
    u₁ = -G (Φ₁ u₀) := by
  obtain ⟨-, e1, -⟩ := (residual_vanishes_iff _ _ _ _ _ _ _ _).mp h
  rw [← map_neg, ← eq_neg_of_add_eq_zero_left e1, hG u₁ h₁]
```

The second-order proof substitutes this result, solves the $q^2$ equation for $\Phi_0u_2$ and applies `hG` again.

```lean
/-- The second-order displacement is `u₂ = G (c M - Φ₂ + Φ₁ G Φ₁) u₀`. -/
theorem second_order_displacement (hG : ∀ y ∈ Kᗮ, G (Φ₀ y) = y) (h₁ : u₁ ∈ Kᗮ)
    (h₂ : u₂ ∈ Kᗮ) (h : VanishesToThirdOrder (residual Φ₀ Φ₁ Φ₂ M c u₀ u₁ u₂)) :
    u₂ = G ((c • M - Φ₂ + Φ₁ ∘ₗ G ∘ₗ Φ₁) u₀) := by
  obtain ⟨-, -, e2⟩ := (residual_vanishes_iff _ _ _ _ _ _ _ _).mp h
  rw [first_order_displacement hG h₁ h, map_neg] at e2
  have e3 : Φ₀ u₂ = (c • M - Φ₂ + Φ₁ ∘ₗ G ∘ₗ Φ₁) u₀ := by
    simp only [LinearMap.add_apply, LinearMap.sub_apply, LinearMap.smul_apply,
      LinearMap.comp_apply]
    linear_combination (norm := module) e2
  rw [← e3, hG u₂ h₂]
```

Q: And the theorem itself? I see an existential statement, not a coefficient.

A: It gives the whole polarization as a polynomial valid at every real $q$, with the stated expression multiplying $q^2$. The vectors `w₃` and `w₄` hold the higher orders of the truncated product. Five distinct values of $q$ fix five coefficients, so the $q^2$ coefficient is unambiguous. The proof replaces the two $G$ expressions by $-u_1$ and $u_2$, then multiplies out.

```lean
/-- Long-wave expansion of the polarization `(Z₀ + q Z₁ + q² Z₂) u` induced by an acoustic wave:
its `q²` coefficient is `Z₂ u₀ - Z₁ G Φ₁ u₀ + Z₀ G (c M - Φ₂ + Φ₁ G Φ₁) u₀`. -/
theorem flexoelectric_response (Z₀ Z₁ Z₂ : E →ₗ[ℂ] W)
    (hG : ∀ y ∈ Kᗮ, G (Φ₀ y) = y) (h₁ : u₁ ∈ Kᗮ) (h₂ : u₂ ∈ Kᗮ)
    (h : VanishesToThirdOrder (residual Φ₀ Φ₁ Φ₂ M c u₀ u₁ u₂)) :
    ∃ w₃ w₄ : W, ∀ q : ℝ, (series Z₀ Z₁ Z₂ q) (series u₀ u₁ u₂ q) =
      Z₀ u₀ + (q : ℂ) • (Z₁ u₀ - Z₀ (G (Φ₁ u₀)))
        + (q : ℂ) ^ 2 • (Z₂ u₀ - Z₁ (G (Φ₁ u₀))
            + Z₀ (G ((c • M - Φ₂ + Φ₁ ∘ₗ G ∘ₗ Φ₁) u₀)))
        + (q : ℂ) ^ 3 • w₃ + (q : ℂ) ^ 4 • w₄ := by
  refine ⟨Z₁ u₂ + Z₂ u₁, Z₂ u₂, fun q => ?_⟩
  have e1 : G (Φ₁ u₀) = -u₁ := by rw [first_order_displacement hG h₁ h, neg_neg]
  rw [← second_order_displacement hG h₁ h₂ h, e1]
  simp only [series, LinearMap.add_apply, LinearMap.smul_apply, map_add, map_smul, map_neg]
  module
```

Q: Is that the flexoelectric tensor?

A: It is the bulk, harmonic response to one freely propagating wave in one direction. Through the term $cM$ it can depend on the masses; a static strain gradient has no such inertial forces and needs a separate treatment. Turning the wave response into a dynamical tensor requires a conversion from $q^2u_0$ to strain gradient, division by the cell volume and a combination of directions. Surface contributions are absent. The expansion in powers of $q$ along the chosen direction is also assumed. In an insulator, the macroscopic electric field can make its coefficients depend on that direction in a non-polynomial way, so the field must be suppressed or treated separately before directions are combined into a tensor. Within this harmonic, analytic model, the formula assembles the response from the masses and from force constants and charge moments of the kind that density functional perturbation theory computes.

Q: You chose $c=1/4$ for the chain. Could you have chosen another value?

A: No. For symmetric $\Phi_0$, project the second-order equation on a zero mode $t$. The term with $u_2$ drops out because $\langle t,\Phi_0u_2\rangle=\langle\Phi_0t,u_2\rangle=0$, leaving
$$c\langle t,Mu_0\rangle=\langle t,(\Phi_2-\Phi_1G\Phi_1)u_0\rangle .$$
This fixes $c$ whenever $\langle t,Mu_0\rangle\ne0$. In the chain, $t=(1,1)$ gives $4c=2-1$.

```lean
/-- Acoustic solvability condition: for symmetric `Φ₀` and any zero mode `t` of `Φ₀`,
`c ⟨t, M u₀⟩ = ⟨t, (Φ₂ - Φ₁ G Φ₁) u₀⟩`. -/
theorem acoustic_solvability (hG : ∀ y ∈ Kᗮ, G (Φ₀ y) = y) (h₁ : u₁ ∈ Kᗮ)
    (h : VanishesToThirdOrder (residual Φ₀ Φ₁ Φ₂ M c u₀ u₁ u₂))
    (hs : Φ₀.IsSymmetric) {t : E} (ht : Φ₀ t = 0) :
    c * ⟪t, M u₀⟫_ℂ = ⟪t, Φ₂ u₀ - Φ₁ (G (Φ₁ u₀))⟫_ℂ := by
  obtain ⟨-, -, e2⟩ := (residual_vanishes_iff _ _ _ _ _ _ _ _).mp h
  rw [first_order_displacement hG h₁ h, map_neg] at e2
  -- the unknown second-order displacement drops out on projection
  have h0 : ⟪t, Φ₀ u₂⟫_ℂ = 0 := by rw [← hs t u₂, ht, inner_zero_left]
  have h3 : ⟪t, Φ₀ u₂ + -Φ₁ (G (Φ₁ u₀)) + (Φ₂ u₀ - c • M u₀)⟫_ℂ = 0 := by
    rw [e2, inner_zero_right]
  simp only [inner_add_right, inner_sub_right, inner_neg_right, inner_smul_right, h0] at h3
  rw [inner_sub_right]
  linear_combination -h3
```

Q: Do the displacement formulas always solve the equation of motion?

A: They do if $\Phi_0u_0=0$, $G$ is a right inverse of $\Phi_0$ on $K^\perp$, and both driving forces lie in $K^\perp$. Then $\Phi_0G$ returns each force unchanged, and the three orders cancel.

```lean
/-- Converse: if `G` is a right inverse of `Φ₀` on forces orthogonal to `K`, and the first- and
second-order forces are of this kind, the displacement formulas solve the lattice equation
modulo `q³`. -/
theorem displacements_solve (hR : ∀ f ∈ Kᗮ, Φ₀ (G f) = f) (h₀ : Φ₀ u₀ = 0)
    (hf₁ : Φ₁ u₀ ∈ Kᗮ) (hf₂ : (c • M - Φ₂ + Φ₁ ∘ₗ G ∘ₗ Φ₁) u₀ ∈ Kᗮ) :
    VanishesToThirdOrder (residual Φ₀ Φ₁ Φ₂ M c u₀ (-G (Φ₁ u₀))
      (G ((c • M - Φ₂ + Φ₁ ∘ₗ G ∘ₗ Φ₁) u₀))) := by
  rw [residual_vanishes_iff]
  refine ⟨h₀, ?_, ?_⟩
  · rw [map_neg, hR _ hf₁, neg_add_cancel]
  · rw [hR _ hf₂, map_neg]
    simp only [LinearMap.add_apply, LinearMap.sub_apply, LinearMap.smul_apply,
      LinearMap.comp_apply]
    module
```

Q: Does the chain satisfy all the hypotheses at once?

A: Yes. `pairOp` builds the two-by-two operators.

```lean
/-- The operator with matrix rows `(a, b)` and `(c, d)` on the displacements of two atoms. -/
def pairOp (a b c d : ℂ) : EuclideanSpace ℂ (Fin 2) →ₗ[ℂ] EuclideanSpace ℂ (Fin 2) where
  toFun x := !₂[a * x 0 + b * x 1, c * x 0 + d * x 1]
  map_add' x y := by ext i; fin_cases i <;> simp <;> ring
  map_smul' r x := by ext i; fin_cases i <;> simp <;> ring
```

The last theorem takes the chain's expansion coefficients and checks the inverse condition, both orthogonality conditions and the equation of motion. For $y\perp(1,1)$ we have $y_0+y_1=0$, which is what makes $G\Phi_0y=y$.

```lean
/-- A two-atom cell with masses 1 and 3 and `c = 1/4` meets the hypotheses of
`flexoelectric_response`, with `K` spanned by the uniform translation. -/
theorem flexoelectric_response_witness :
    (∀ y ∈ (Submodule.span ℂ {(!₂[1, 1] : EuclideanSpace ℂ (Fin 2))})ᗮ,
      pairOp (1/4) (-1/4) (-1/4) (1/4) (pairOp 1 (-1) (-1) 1 y) = y) ∧
    !₂[-Complex.I / 2, Complex.I / 2] ∈
      (Submodule.span ℂ {(!₂[1, 1] : EuclideanSpace ℂ (Fin 2))})ᗮ ∧
    !₂[-1/8, 1/8] ∈ (Submodule.span ℂ {(!₂[1, 1] : EuclideanSpace ℂ (Fin 2))})ᗮ ∧
    VanishesToThirdOrder (residual (pairOp 1 (-1) (-1) 1)
      (pairOp 0 Complex.I (-Complex.I) 0) (pairOp 0 1 1 0) (pairOp 1 0 0 3) (1/4)
      !₂[1, 1] !₂[-Complex.I / 2, Complex.I / 2] !₂[-1/8, 1/8]) := by
  refine ⟨fun y hy => ?_, ?_, ?_, ?_⟩
  · rw [Submodule.mem_orthogonal_singleton_iff_inner_right] at hy
    have hy' : y 0 + y 1 = 0 := by
      simpa [PiLp.inner_apply, Fin.sum_univ_two] using hy
    ext i
    fin_cases i <;> simp [pairOp] <;> linear_combination (-1/2 : ℂ) * hy'
  · rw [Submodule.mem_orthogonal_singleton_iff_inner_right]
    simp [PiLp.inner_apply, Fin.sum_univ_two]
    try ring
  · rw [Submodule.mem_orthogonal_singleton_iff_inner_right]
    simp [PiLp.inner_apply, Fin.sum_univ_two]
    try norm_num
  · rw [residual_vanishes_iff]
    refine ⟨?_, ?_, ?_⟩
    · ext i
      fin_cases i <;> simp [pairOp]
    · ext i
      fin_cases i <;> simp [pairOp] <;> ring
    · ext i
      fin_cases i <;> simp [pairOp] <;> linear_combination (1/2 : ℂ) * Complex.I_sq

end

end FlexoelectricLongWave
```

Q: What survives with only one atom per cell?

A: Every displacement is then a rigid translation. With $K$ the whole space, $u_1=u_2=0$ and the coefficient reduces to $Z_2u_0$: there is no internal distortion left to contribute.

```lean
#print axioms FlexoelectricLongWave.flexoelectric_response
#print axioms FlexoelectricLongWave.acoustic_solvability
#print axioms FlexoelectricLongWave.displacements_solve
```

```
'FlexoelectricLongWave.flexoelectric_response' depends on axioms: [propext, Classical.choice, Quot.sound]
'FlexoelectricLongWave.acoustic_solvability' depends on axioms: [propext, Classical.choice, Quot.sound]
'FlexoelectricLongWave.displacements_solve' depends on axioms: [propext, Classical.choice, Quot.sound]
```
